# The gradient of a p wave g(r)z has s and d parts, and the d part vanishes everywhere only if g is constant

## A missing transition channel

Suppose that the momentum matrix elements of a p orbital $\psi = g(r)\,z$ are computed by differentiating the factor $z$ and treating $g$ as a constant. The gradient then comes out as $g(r)$ times the unit vector along $z$, which is purely s-like. Every transition to a d state on the same centre gets zero amplitude, and the amplitude for s states lacks a term in $g'$.

Both errors come from the slope of $g$. For a real radial factor that is differentiable on $r>0$, the gradient away from the origin is an s part plus a d part, and the d part is absent everywhere exactly when $g$ is constant there. This bears on the one-centre gradient integrals in PAW optical matrix elements, here for a single p wave about a single centre and before any integration.

## The statement and its Lean form

Let $v\in\mathbb R^3$ be a point, $r=|v|=\sqrt{v\cdot v}$ its distance from the origin, and $a$ a fixed real vector that orients the orbital. The p wave is
$$\psi(v)=g(r)\,(a\cdot v).$$
The usual radial function, which multiplies a spherical harmonic, is proportional to $R(r)=r\,g(r)$. A constant $g$ therefore means $R\propto r$, not a constant $R$.

For a direction $b$, define the quadrupole polynomial
$$Q_{ab}(v)=(a\cdot v)(b\cdot v)-\tfrac13(a\cdot b)\,r^2 .$$
If $v\neq0$ and $g$ is differentiable at $r$, the derivative of $\psi$ along $b$ is
$$\partial_b\psi(v)=\Big(g+\frac{r g'}{3}\Big)(a\cdot b)+\frac{g'}{r}\,Q_{ab}(v),$$
with $g$ and $g'$ taken at $r$. The first term depends on $v$ only through $r$ and is the s part. The second is the d part.

In the file, points and directions have type `Fin 3 → ℝ`, and `⬝ᵥ` is the dot product. The functions `radius`, `pWave` and `quadrupole` are $r$, $\psi$ and $Q_{ab}$, while `sPart` and `dPart` are the two terms above. Four theorems carry the physics:

- `pWave_gradient` is the formula for $\partial_b\psi$. The direction $b$ need not have unit length.
- `pz_gradient` is its Cartesian form for $\psi=g(r)z$, with derivatives along $z$ and $x$.
- `quadrupole_harmonic` justifies the label "d": $Q_{ab}$ is homogeneous of degree two and its Laplacian is zero, so it is a solid harmonic with $l=2$.
- `dPart_eq_zero_iff` takes $a\neq0$ and $g$ differentiable at every $r>0$. It says that the d part vanishes for all $b$ and all $v\neq0$ if and only if some $c$ satisfies $g(r)=c$ for all $r>0$. The value $g(0)$ is left free.

The theorems concern real functions at points away from the origin. They contain no matrix elements, no waves of other angular momentum and no PAW projectors.

## Differentiating along a line

Move from $v$ to $v+tb$. The squared distance is
$$|v+tb|^2=v\cdot v+2t\,(b\cdot v)+t^2\,(b\cdot b),$$
and its derivative at $t=0$ is $2\,b\cdot v$. Since $r>0$, the square root can be differentiated:
$$\frac{dr}{dt}\Big|_{0}=\frac{2\,b\cdot v}{2r}=\frac{b\cdot v}{r}.$$
The other factor, $a\cdot(v+tb)$, changes at the rate $a\cdot b$. The chain and product rules give
$$\partial_b\psi=\frac{g'}{r}(a\cdot v)(b\cdot v)+g\,(a\cdot b).$$

The product $(a\cdot v)(b\cdot v)$ still contains an s component, its trace. Writing it as $Q_{ab}(v)+\tfrac13(a\cdot b)r^2$ moves $\tfrac13 r g'(a\cdot b)$ into the first term, and the stated formula follows.

For $\psi=g(r)z$, take $a$ along $z$. With $b$ along $z$ as well, $a\cdot b=1$ and $Q_{ab}=z^2-r^2/3$. With $b$ along $x$, $a\cdot b=0$ and $Q_{ab}=xz$. Hence
$$\frac{\partial\psi}{\partial z}=\Big(g+\frac{rg'}{3}\Big)+\frac{g'(3z^2-r^2)}{3r},\qquad \frac{\partial\psi}{\partial x}=\frac{g'\,xz}{r}.$$

## Why the second term is a d wave

Scaling $v$ by $s$ multiplies both terms of $Q_{ab}$ by $s^2$. For the Laplacian, let $e_i$ be the unit vector along axis $i$. Along that axis,
$$Q_{ab}(v+te_i)=Q_{ab}(v)+B_i\,t+\big(a_ib_i-\tfrac13\,a\cdot b\big)t^2,$$
where $B_i=a_i(b\cdot v)+b_i(a\cdot v)-\tfrac23(a\cdot b)v_i$ does not depend on $t$. The second derivative is twice the coefficient of $t^2$. Summing over the three axes gives $2(a\cdot b-a\cdot b)=0$.

## When the d part disappears

If $g$ is constant on $r>0$, then $g'=0$ there and the d part is zero.

Conversely, suppose that the d part vanishes for all $b$ and all $v\neq0$. Fix $r>0$, take $b=a$, and choose the point $v=(r/|a|)\,a$, which lies along $a$ at distance $r$. There
$$Q_{aa}(v)=|a|^2r^2-\tfrac13|a|^2r^2=\tfrac23|a|^2r^2>0,$$
so $g'(r)/r=0$ and $g'(r)=0$. This holds for every $r>0$, and the mean value theorem makes $g$ constant on the half-line.

## A jump in the radial factor

Differentiability at every $r>0$ matters for the converse. Let $g(r)=0$ for $r<1$ and $g(r)=1$ for $r\ge1$. Away from $r=1$ the slope is zero. At $r=1$ there is no derivative, and Lean's `deriv` returns $0$ by convention. So `dPart` is zero everywhere although $g$ is not constant.

In physical terms, the wave jumps at a sphere, as a badly matched augmentation function would. Its gradient contains a surface term on that sphere, which pointwise derivatives miss.

## The complete file

```lean
import Mathlib

open Matrix Topology Filter

namespace PWaveGradient

noncomputable section

/-- The distance `r = √(v · v)` of the point `v` from the origin. -/
def radius (v : Fin 3 → ℝ) : ℝ := √(v ⬝ᵥ v)

/-- The p wave `g(r) (a · v)` with radial factor `g`, oriented along `a`. -/
def pWave (g : ℝ → ℝ) (a v : Fin 3 → ℝ) : ℝ := g (radius v) * (a ⬝ᵥ v)

/-- The quadrupole polynomial `(a · v)(b · v) - (a · b) r² / 3`. -/
def quadrupole (a b v : Fin 3 → ℝ) : ℝ :=
  (a ⬝ᵥ v) * (b ⬝ᵥ v) - (a ⬝ᵥ b) * (v ⬝ᵥ v) / 3

/-- The s part `(g + r g' / 3)(a · b)`, for `g` differentiable at `r`. -/
def sPart (g : ℝ → ℝ) (a b v : Fin 3 → ℝ) : ℝ :=
  (g (radius v) + radius v * deriv g (radius v) / 3) * (a ⬝ᵥ b)

/-- The d part, `g' / r` times the quadrupole polynomial, for `v ≠ 0` and `g`
differentiable at `r`. -/
def dPart (g : ℝ → ℝ) (a b v : Fin 3 → ℝ) : ℝ :=
  deriv g (radius v) / radius v * quadrupole a b v

/-- The square of the radius is `v · v`. -/
theorem radius_sq (v : Fin 3 → ℝ) : radius v ^ 2 = v ⬝ᵥ v :=
  Real.sq_sqrt (Finset.sum_nonneg fun i _ => mul_self_nonneg (v i))

/-- Away from the origin the radius is positive. -/
theorem radius_pos {v : Fin 3 → ℝ} (hv : v ≠ 0) : 0 < radius v := by
  refine Real.sqrt_pos.2 (lt_of_le_of_ne ?_ ?_)
  · exact Finset.sum_nonneg fun i _ => mul_self_nonneg (v i)
  · exact fun h => hv (dotProduct_self_eq_zero.1 h.symm)

/-- A nonzero vector `a` rescaled by `r / |a|` with `r > 0` has length `r`. -/
theorem radius_scaled {a : Fin 3 → ℝ} (ha : a ≠ 0) {r : ℝ} (hr : 0 < r) :
    radius ((r / radius a) • a) = r := by
  have hR := (radius_pos ha).ne'
  have h : ((r / radius a) • a) ⬝ᵥ ((r / radius a) • a) = r ^ 2 := by
    simp only [smul_dotProduct, dotProduct_smul, smul_eq_mul]
    rw [← radius_sq a]
    field_simp
  rw [radius, h, Real.sqrt_sq hr.le]

/-- The derivative of `A + B t + C t²` is `B + 2 C t`. -/
theorem hasDerivAt_quadratic (A B C t : ℝ) :
    HasDerivAt (fun t : ℝ => A + B * t + C * (t * t)) (B + 2 * C * t) t := by
  have hid := hasDerivAt_id' t
  exact (((hid.const_mul B).const_add A).fun_add
    ((hid.fun_mul hid).const_mul C)).congr_deriv (by ring)

/-- The quadrupole polynomial is homogeneous of degree two and its Laplacian vanishes:
it is a solid harmonic with `l = 2`. -/
theorem quadrupole_harmonic (a b v : Fin 3 → ℝ) :
    (∀ s : ℝ, quadrupole a b (s • v) = s ^ 2 * quadrupole a b v) ∧
    ∑ i, deriv (deriv fun t : ℝ => quadrupole a b (v + t • Pi.single i (1 : ℝ))) 0 = 0 := by
  constructor
  · intro s
    simp only [quadrupole, smul_dotProduct, dotProduct_smul, smul_eq_mul]
    ring
  -- along each axis the polynomial is quadratic in the displacement
  have e : ∀ i, (fun t : ℝ => quadrupole a b (v + t • Pi.single i (1 : ℝ))) =
      fun t => quadrupole a b v
        + (a i * (b ⬝ᵥ v) + b i * (a ⬝ᵥ v) - 2 * (a ⬝ᵥ b) * v i / 3) * t
        + (a i * b i - (a ⬝ᵥ b) / 3) * (t * t) := by
    intro i
    funext t
    simp only [quadrupole, dotProduct_add, add_dotProduct, dotProduct_smul, smul_dotProduct,
      dotProduct_single, single_dotProduct, smul_eq_mul, Pi.add_apply, Pi.smul_apply,
      Pi.single_eq_same]
    ring
  have second : ∀ A B C : ℝ,
      deriv (deriv fun t : ℝ => A + B * t + C * (t * t)) 0 = 2 * C := by
    intro A B C
    have h1 : (deriv fun t : ℝ => A + B * t + C * (t * t)) =
        fun t => B + 2 * C * t + 0 * (t * t) := by
      funext t
      rw [(hasDerivAt_quadratic A B C t).deriv]
      ring
    rw [h1, (hasDerivAt_quadratic B (2 * C) 0 0).deriv]
    ring
  simp only [e, second, Fin.sum_univ_three, dotProduct]
  ring

/-- Away from the origin, the derivative along `b` of a p wave oriented along `a` is the
sum of its s part and its d part, if `g` is differentiable at `r`. -/
theorem pWave_gradient {g : ℝ → ℝ} (a b : Fin 3 → ℝ) {v : Fin 3 → ℝ} (hv : v ≠ 0)
    (hg : DifferentiableAt ℝ g (radius v)) :
    HasLineDerivAt ℝ (pWave g a) (sPart g a b v + dPart g a b v) v b := by
  have hR := (radius_pos hv).ne'
  have hvv : v ⬝ᵥ v ≠ 0 := by rw [← radius_sq v]; exact pow_ne_zero 2 hR
  have hq : HasDerivAt (fun t : ℝ => (v + t • b) ⬝ᵥ (v + t • b)) (2 * (b ⬝ᵥ v)) 0 := by
    have e : (fun t : ℝ => (v + t • b) ⬝ᵥ (v + t • b)) =
        fun t => v ⬝ᵥ v + 2 * (b ⬝ᵥ v) * t + (b ⬝ᵥ b) * (t * t) := by
      funext t
      simp only [dotProduct, Fin.sum_univ_three, Pi.add_apply, Pi.smul_apply, smul_eq_mul]
      ring
    rw [e]
    exact (hasDerivAt_quadratic _ _ _ 0).congr_deriv (by ring)
  -- the radius changes at the rate `b · v / r`
  have hr : HasDerivAt (fun t : ℝ => radius (v + t • b)) ((b ⬝ᵥ v) / radius v) 0 := by
    have h := hq.sqrt (by simp only [zero_smul, add_zero]; exact hvv)
    refine h.congr_deriv ?_
    simp only [zero_smul, add_zero]
    exact mul_div_mul_left _ _ two_ne_zero
  have hl : HasDerivAt (fun t : ℝ => a ⬝ᵥ (v + t • b)) (a ⬝ᵥ b) 0 := by
    simp only [dotProduct_add, dotProduct_smul, smul_eq_mul]
    exact (((hasDerivAt_id' (0 : ℝ)).mul_const _).const_add _).congr_deriv (one_mul _)
  have hgr := HasDerivAt.comp_of_eq (0 : ℝ) hg.hasDerivAt hr (by simp)
  have h : HasDerivAt (fun t : ℝ => pWave g a (v + t • b)) _ 0 := hgr.mul hl
  refine h.congr_deriv ?_
  -- split off the trace
  simp only [Function.comp_apply, zero_smul, add_zero, sPart, dPart, quadrupole]
  rw [← radius_sq v]
  field_simp
  ring

/-- For `ψ = g(r) z` at a point away from the origin where `g` is differentiable at `r`,
`∂ψ/∂z = (g + r g'/3) + g' (3z² - r²)/(3r)` and `∂ψ/∂x = g' x z / r`. -/
theorem pz_gradient {g : ℝ → ℝ} {x y z r : ℝ} (hr : r = √(x * x + y * y + z * z))
    (hv : ![x, y, z] ≠ 0) (hg : DifferentiableAt ℝ g r) :
    HasLineDerivAt ℝ (pWave g ![0, 0, 1])
      ((g r + r * deriv g r / 3) + deriv g r * (3 * z ^ 2 - r ^ 2) / (3 * r))
      ![x, y, z] ![0, 0, 1] ∧
    HasLineDerivAt ℝ (pWave g ![0, 0, 1]) (deriv g r * x * z / r)
      ![x, y, z] ![1, 0, 0] := by
  have hd : ∀ p q s x y z : ℝ, ![p, q, s] ⬝ᵥ ![x, y, z] = p * x + q * y + s * z := by
    intro p q s x y z
    simp [dotProduct, Fin.sum_univ_three]
  have hrad : radius ![x, y, z] = r := by rw [radius, hd, hr]
  have hsq : x * x + y * y + z * z = r ^ 2 := by rw [← hrad, radius_sq, hd]
  have key := fun b => pWave_gradient ![0, 0, 1] b hv (hrad.symm ▸ hg)
  constructor
  · convert key ![0, 0, 1] using 1
    simp only [sPart, dPart, quadrupole, hrad, hd, hsq]
    ring
  · convert key ![1, 0, 0] using 1
    simp only [sPart, dPart, quadrupole, hrad, hd, hsq]
    ring

/-- For `a ≠ 0` and `g` differentiable on `r > 0`, the d part of the gradient vanishes
everywhere away from the origin exactly when `g` is constant on `r > 0`. -/
theorem dPart_eq_zero_iff {g : ℝ → ℝ} {a : Fin 3 → ℝ} (ha : a ≠ 0)
    (hg : ∀ r, 0 < r → DifferentiableAt ℝ g r) :
    (∀ b v, v ≠ 0 → dPart g a b v = 0) ↔ ∃ c, ∀ r, 0 < r → g r = c := by
  constructor
  · intro h
    -- at a point parallel to `a` the quadrupole does not vanish, so `g' = 0`
    have hQ : ∀ s : ℝ, quadrupole a a (s • a) = 2 / 3 * (s * radius a ^ 2) ^ 2 := by
      intro s
      simp only [quadrupole, smul_dotProduct, dotProduct_smul, smul_eq_mul]
      rw [← radius_sq a]
      ring
    have h0 : ∀ r, 0 < r → deriv g r = 0 := by
      intro r hr
      have hR := radius_pos ha
      have h1 := h a _ (smul_ne_zero (div_pos hr hR).ne' ha)
      rw [dPart, radius_scaled ha hr, hQ] at h1
      have hpos : 0 < 2 / 3 * (r / radius a * radius a ^ 2) ^ 2 := by positivity
      exact (div_eq_zero_iff.1 ((mul_eq_zero.1 h1).resolve_right hpos.ne')).resolve_right hr.ne'
    refine ⟨g 1, fun r hr => ?_⟩
    have h2 := (convex_Ioi (0 : ℝ)).norm_image_sub_le_of_norm_hasDerivWithin_le
      (f := g) (f' := deriv g) (C := 0) (fun s hs => (hg s hs).hasDerivAt.hasDerivWithinAt)
      (fun s hs => by simp [h0 s hs]) (Set.mem_Ioi.2 one_pos) (Set.mem_Ioi.2 hr)
    rw [zero_mul] at h2
    exact sub_eq_zero.1 (norm_le_zero_iff.1 h2)
  · rintro ⟨c, hc⟩ b v hv
    have he : g =ᶠ[𝓝 (radius v)] fun _ => c := by
      filter_upwards [Ioi_mem_nhds (radius_pos hv)] with s hs
      exact hc s hs
    rw [dPart, he.deriv_eq, deriv_const, zero_div, zero_mul]

end

end PWaveGradient
```

```lean
#print axioms PWaveGradient.quadrupole_harmonic
-- 'PWaveGradient.quadrupole_harmonic' depends on axioms: [propext, Classical.choice, Quot.sound]
#print axioms PWaveGradient.pz_gradient
-- 'PWaveGradient.pz_gradient' depends on axioms: [propext, Classical.choice, Quot.sound]
#print axioms PWaveGradient.dPart_eq_zero_iff
-- 'PWaveGradient.dPart_eq_zero_iff' depends on axioms: [propext, Classical.choice, Quot.sound]
```

## From the geometry to the gradient

The lemmas `radius_sq` and `radius_pos` supply $r^2=v\cdot v$ and $r>0$ for $v\neq0$. The lemma `radius_scaled` confirms that $(r/|a|)\,a$ has length $r$. The derivative of a quadratic in $t$ is needed several times, so `hasDerivAt_quadratic` states it once.

In `quadrupole_harmonic`, the step `e` is the expansion of $Q_{ab}$ along an axis, and `second` reads off the second derivative by applying the quadratic rule twice. The final `ring` checks that the three contributions cancel.

In `pWave_gradient`, the intermediate results follow the derivation by hand:

- `hq` is the derivative of the squared distance.
- `hr` is the rate $b\cdot v/r$.
- `hl` is the rate $a\cdot b$.
- `hgr` is the chain rule for $g$.

The product rule is `hgr.mul hl`. After that, `field_simp` and `ring` verify the splitting of the trace. The theorem `pz_gradient` inserts the coordinate vectors into this general formula and simplifies the dot products.

## The directional derivative as a one-variable derivative

The gradient proof turns on `HasLineDerivAt`. By Mathlib's definition, a function $f$ has line derivative $f'$ at $v$ along $b$ when the one-variable function $t\mapsto f(v+tb)$ has derivative $f'$ at $t=0$. The three-dimensional problem thus becomes ordinary calculus in $t$, and no Jacobian is needed.

The definition also explains the shape of the last steps. The product rule yields a derivative in its own unsorted form, and `congr_deriv` exchanges that value for `sPart g a b v + dPart g a b v` once the two are shown to be equal. What remains is algebra.

The theorem accordingly gives the derivative along each direction $b$ separately. It does not state total differentiability of $\psi$, although the three axis directions already supply all the components of the gradient.

## From a vanishing d part to a constant

In `dPart_eq_zero_iff`, the step `hQ` evaluates the quadrupole at a multiple of $a$:
$$Q_{aa}(sa)=\tfrac23\,(s|a|^2)^2 .$$
With $s=r/|a|$ this is the value $\tfrac23|a|^2r^2$ found above. The step `h0` uses its positivity to conclude that $g'(r)=0$.

The passage from zero slope to a constant uses the mean value inequality `norm_image_sub_le_of_norm_hasDerivWithin_le` on the convex set $r>0$. With the slope bounded by $0$, it gives $|g(r)-g(1)|\le0$, so $g(1)$ serves as the constant $c$.

For the other direction, $g$ agrees with a constant in a whole neighbourhood of $|v|$, because $|v|>0$. The two functions therefore have the same derivative at that point, namely zero.
